# A real two-electron singlet in a finite basis has a real Coulson–Fischer form exactly when it has at most one eigenvalue of each strict sign, counted with multiplicity

## The singlet as a symmetric matrix

The spatial part of a two-electron singlet is symmetric under exchange of the electrons. With real orthonormal one-electron functions $\varphi_i$ and real coefficients it reads

$$\Psi(1,2)=\sum_{i,j} M_{ij}\,\varphi_i(1)\,\varphi_j(2),\qquad M_{ij}=M_{ji}.$$

A Coulson–Fischer function places the two electrons in two orbitals $u$ and $v$, which may overlap:

$$\Psi(1,2)\propto u(1)v(2)+v(1)u(2).$$

The problem is to decide from $M$ alone whether such real orbitals exist. For two electrons in a finite real basis, the answer tells which real configuration-interaction singlets can be rewritten without loss as a single valence-bond pair of real orbitals.

The basis functions are labelled by a finite type `n`, and an orbital is its coefficient vector, a function `n → ℝ`. The step from this model to a molecule is the expansion of the molecular wavefunction in a finite basis, which is in general an approximation. No Hamiltonian enters, so the result concerns the form of a given function and not its energy.

```lean
import Mathlib

open Matrix

namespace CoulsonFischer

noncomputable section

variable {n : Type*} [Fintype n] [DecidableEq n]
```

The Coulson–Fischer function of $u$ and $v$ has the coefficient matrix $uv^T+vu^T$, with entries $u_iv_j+v_iu_j$. In the original treatment of H₂ the two orbitals are mirror images of each other. Here $u$ and $v$ are arbitrary, and $u=v$, a closed shell, is allowed.

The matrix is not normalised. For real unit vectors with overlap $S=u\cdot v$ the normalised function is $(uv^T+vu^T)/\sqrt{2(1+S^2)}$. Since a factor can be absorbed into $u$, normalisation doesn't affect whether the form exists. The definition accepts entries from any commutative ring `R`, so it serves for real and complex orbitals alike, and it contains no complex conjugation.

```lean
/-- The unnormalised Coulson-Fischer singlet `u(1)v(2) + v(1)u(2)`, as a matrix of
coefficients in a one-electron basis. -/
def cfState {m R : Type*} [CommRing R] (u v : m → R) : Matrix m m R :=
  Matrix.of fun i j => u i * v j + v i * u j
```

## Natural orbitals and the closed-shell expansion

Let $x_k$ be orthonormal real eigenvectors of $M$, with $Mx_k=\lambda_kx_k$. Textbooks define natural orbitals as eigenvectors of the one-particle density matrix, which for real symmetric $M$ is proportional to $M^2$. The $x_k$ are therefore one valid choice of natural orbitals. The eigenvalues $\lambda_k$ are signed amplitudes, and the occupations are proportional to $\lambda_k^2$.

In Lean, `hM : M.IsHermitian` says for a real matrix that $M^T=M$. It supplies the eigenvalues `hM.eigenvalues k` and the eigenvectors, both indexed by `n`.

```lean
/-- The `k`-th natural orbital of a real symmetric two-electron function `M`: the `k`-th member
of an orthonormal basis of eigenvectors. -/
def naturalOrbital {M : Matrix n n ℝ} (hM : M.IsHermitian) (k : n) : n → ℝ :=
  (hM.eigenvectorBasis k).ofLp
```

Orthonormality means

$$x_k\cdot x_l=\delta_{kl}.$$

Mathlib states this for the inner product of Euclidean space, and the lemma carries it over to the plain dot product `⬝ᵥ`.

```lean
/-- Natural orbitals are orthonormal. -/
theorem naturalOrbital_orthonormal {M : Matrix n n ℝ} (hM : M.IsHermitian) (k l : n) :
    naturalOrbital hM k ⬝ᵥ naturalOrbital hM l = if k = l then 1 else 0 := by
  have h := orthonormal_iff_ite.mp hM.eigenvectorBasis.orthonormal k l
  rw [← h, PiLp.inner_apply]
  simp only [dotProduct, naturalOrbital]
  exact Finset.sum_congr rfl fun i _ => by simp [mul_comm]
```

Let $X$ be the matrix whose rows are the $x_k$, and let $\Lambda$ be the diagonal matrix of the $\lambda_k$. Orthonormality is $XX^T=1$. Because $X$ is square, $X^TX=1$ as well, which is completeness. The eigenvalue equations together read $MX^T=X^T\Lambda$. Multiplying by $X$ on the right gives $M=X^T\Lambda X$, or in components

$$M_{ij}=\sum_k\lambda_k\,x_k(i)\,x_k(j).$$

The singlet is thus a sum of doubly occupied natural orbitals with amplitudes $\lambda_k$. In the proof, `hX`, `hX'` and `hMX` are the three matrix identities in this order.

```lean
/-- A real symmetric two-electron function is a sum of doubly occupied natural orbitals,
weighted by its eigenvalues. -/
theorem natural_expansion {M : Matrix n n ℝ} (hM : M.IsHermitian) (i j : n) :
    M i j = ∑ k, hM.eigenvalues k * (naturalOrbital hM k i * naturalOrbital hM k j) := by
  let X : Matrix n n ℝ := Matrix.of fun k i => naturalOrbital hM k i
  have hX : X * Xᵀ = 1 := by
    ext k l
    rw [Matrix.one_apply, ← naturalOrbital_orthonormal hM k l]
    rfl
  -- orthonormality of the rows gives completeness
  have hX' : Xᵀ * X = 1 := mul_eq_one_comm.mp hX
  have hMX : M * Xᵀ = Xᵀ * Matrix.diagonal hM.eigenvalues := by
    ext i k
    rw [Matrix.mul_diagonal]
    have h := congrFun (hM.mulVec_eigenvectorBasis k) i
    exact h.trans (mul_comm _ _)
  have h : M = Xᵀ * Matrix.diagonal hM.eigenvalues * X := by
    rw [← hMX, mul_assoc, hX', mul_one]
  refine (congrFun (congrFun h i) j).trans ?_
  rw [Matrix.mul_apply]
  refine Finset.sum_congr rfl fun k _ => ?_
  rw [Matrix.mul_diagonal]
  simp only [X, Matrix.transpose_apply, Matrix.of_apply]
  ring
```

## Two real orbitals exclude two eigenvalues of the same strict sign

For any orbitals $x$ and $y$,

$$x^T(uv^T+vu^T)\,y=(u\cdot x)(v\cdot y)+(v\cdot x)(u\cdot y).$$

The proof writes both sides as double sums over basis functions and compares them term by term.

```lean
omit [DecidableEq n] in
/-- The matrix element of a Coulson-Fischer singlet between orbitals `x` and `y` is a
symmetrised product of overlaps. -/
theorem cfState_matrixElement (u v x y : n → ℝ) :
    x ⬝ᵥ (cfState u v *ᵥ y) = (u ⬝ᵥ x) * (v ⬝ᵥ y) + (v ⬝ᵥ x) * (u ⬝ᵥ y) := by
  simp only [dotProduct, Matrix.mulVec, cfState, Matrix.of_apply]
  rw [Finset.sum_mul_sum, Finset.sum_mul_sum, ← Finset.sum_add_distrib]
  refine Finset.sum_congr rfl fun i _ => ?_
  rw [Finset.mul_sum, ← Finset.sum_add_distrib]
  exact Finset.sum_congr rfl fun j _ => by ring
```

Suppose now that $M=uv^T+vu^T$, and write $p_k=u\cdot x_k$ and $q_k=v\cdot x_k$. Taking matrix elements between natural orbitals gives

$$p_kq_l+q_kp_l=\lambda_l\,\delta_{kl}.$$

The diagonal elements are $\lambda_k=2p_kq_k$ and $\lambda_l=2p_lq_l$. For $k\neq l$ the off-diagonal element vanishes, so $q_kp_l=-p_kq_l$. Hence

$$\lambda_k\lambda_l=4\,(p_kq_l)(q_kp_l)=-4\,(p_kq_l)^2\le 0.$$

Two eigenvalues with different indices are therefore never both positive or both negative. In Lean, `e` is the general matrix element, `h1` and `h2` are its diagonal cases and `h3` is the off-diagonal one. The `linear_combination` step multiplies `h3` by $4p_kq_l$, which yields the formula for the product.

```lean
/-- Two eigenvalues of a real Coulson-Fischer singlet that belong to different natural orbitals
never have the same strict sign. -/
theorem eigenvalues_mul_nonpos {M : Matrix n n ℝ} (hM : M.IsHermitian) {u v : n → ℝ}
    (h : M = cfState u v) {k l : n} (hkl : k ≠ l) :
    hM.eigenvalues k * hM.eigenvalues l ≤ 0 := by
  have e : ∀ a b : n, (u ⬝ᵥ naturalOrbital hM a) * (v ⬝ᵥ naturalOrbital hM b)
      + (v ⬝ᵥ naturalOrbital hM a) * (u ⬝ᵥ naturalOrbital hM b)
      = hM.eigenvalues b * (if a = b then 1 else 0) := by
    intro a b
    have hb : M *ᵥ naturalOrbital hM b = hM.eigenvalues b • naturalOrbital hM b :=
      hM.mulVec_eigenvectorBasis b
    rw [← cfState_matrixElement, ← h, hb, dotProduct_smul, smul_eq_mul,
      naturalOrbital_orthonormal]
  have h1 := e k k
  have h2 := e l l
  have h3 := e k l
  rw [if_pos rfl, mul_one] at h1 h2
  rw [if_neg hkl, mul_zero] at h3
  -- the vanishing off-diagonal element fixes the sign of the product
  have h4 : hM.eigenvalues k * hM.eigenvalues l
      = -4 * ((u ⬝ᵥ naturalOrbital hM k) * (v ⬝ᵥ naturalOrbital hM l)) ^ 2 := by
    rw [← h1, ← h2]
    linear_combination
      (4 * ((u ⬝ᵥ naturalOrbital hM k) * (v ⬝ᵥ naturalOrbital hM l))) * h3
  rw [h4]
  nlinarith [sq_nonneg ((u ⬝ᵥ naturalOrbital hM k) * (v ⬝ᵥ naturalOrbital hM l))]
```

## From two closed shells to two overlapping orbitals

For the converse, start from a difference of two closed-shell configurations, $aa^T-bb^T$. Set $u=(a+b)/2$ and $v=a-b$. Then

$$u_iv_j+v_iu_j=\tfrac12\big[(a_i+b_i)(a_j-b_j)+(a_i-b_i)(a_j+b_j)\big]=a_ia_j-b_ib_j,$$

because the mixed terms cancel. In a minimal-basis description of the ground state of stretched H₂, $a$ is a multiple of the bonding orbital and $b$ a multiple of the antibonding one, and their sum and difference lean towards opposite atoms.

```lean
/-- The difference of two closed-shell configurations `a(1)a(2) - b(1)b(2)` is the
Coulson-Fischer singlet of the orbitals `(a + b)/2` and `a - b`. -/
theorem cfState_of_two_configurations {m : Type*} (a b : m → ℝ) :
    cfState (fun i => (a i + b i) / 2) (fun i => a i - b i)
      = Matrix.of fun i j => a i * a j - b i * b j := by
  ext i j
  simp only [cfState, Matrix.of_apply]
  ring
```

It remains to write the positive part of the natural expansion as a single product $aa^T$, and the negative part as $-bb^T$. Take real weights $c_k$ of which at most one is positive, and arbitrary real numbers $f_k$ and $g_k$. With $s_k=\sqrt{\max(c_k,0)}$,

$$\Big(\sum_k s_kf_k\Big)\Big(\sum_l s_lg_l\Big)=\sum_{k,l}s_ks_l\,f_kg_l=\sum_k\max(c_k,0)\,f_kg_k.$$

A cross term with $k\neq l$ would need two positive weights, so it vanishes. The code writes $s_k$ as `√(c k)`, since Lean's real square root returns zero for a negative argument. The identity `hs` handles the diagonal terms, and `Finset.sum_eq_single` removes the cross terms.

```lean
omit [DecidableEq n] in
/-- If at most one weight `c k` is positive, the positive part of a weighted sum of products
factorises into a single product. -/
theorem positive_part_factorises (c f g : n → ℝ)
    (hc : ∀ k l, 0 < c k → 0 < c l → k = l) :
    (∑ k, √(c k) * f k) * (∑ k, √(c k) * g k) = ∑ k, max (c k) 0 * (f k * g k) := by
  have hs : ∀ k, √(c k) * √(c k) = max (c k) 0 := by
    intro k
    rcases le_total (c k) 0 with h | h
    · rw [Real.sqrt_eq_zero_of_nonpos h, max_eq_right h, mul_zero]
    · rw [Real.mul_self_sqrt h, max_eq_left h]
  rw [Finset.sum_mul_sum]
  refine Finset.sum_congr rfl fun k _ => ?_
  rw [Finset.sum_eq_single k]
  · linear_combination (f k * g k) * hs k
  · -- cross terms need two positive weights
    intro l _ hl
    rcases le_or_gt (c k) 0 with h | h
    · rw [Real.sqrt_eq_zero_of_nonpos h]
      ring
    · have h' : c l ≤ 0 := le_of_not_gt fun h' => hl (hc l k h' h)
      rw [Real.sqrt_eq_zero_of_nonpos h']
      ring
  · intro h
    exact absurd (Finset.mem_univ k) h
```

## The eigenvalue criterion

The main theorem says that a real symmetric $M$ equals `cfState u v` for some real $u$ and $v$ if and only if at most one index $k$ has $\lambda_k>0$ and at most one has $\lambda_k<0$. The two `Finset.univ.filter` expressions collect these indices, and `.card` counts them. Since indices are counted and not distinct values, a doubly degenerate positive eigenvalue counts twice. Any number of eigenvalues may be zero.

If the orbitals exist, two different indices with the same strict sign would give $\lambda_k\lambda_l>0$, against the inequality $\lambda_k\lambda_l\le0$ found above.

If the sign condition holds, define

$$a=\sum_k\sqrt{\max(\lambda_k,0)}\;x_k,\qquad b=\sum_k\sqrt{\max(-\lambda_k,0)}\;x_k.$$

Each sum has at most one nonzero term. Applying the factorisation once with $c_k=\lambda_k$ and once with $c_k=-\lambda_k$ gives

$$a_ia_j-b_ib_j=\sum_k\big[\max(\lambda_k,0)-\max(-\lambda_k,0)\big]x_k(i)x_k(j)=\sum_k\lambda_k\,x_k(i)x_k(j)=M_{ij}.$$

The orbitals $(a+b)/2$ and $a-b$ then represent $M$. If only one sign occurs, they are proportional to each other and the state is a closed shell. If $M=0$, both vanish; this case satisfies the theorem but is not a physical state.

For nonzero $M$, let $\alpha=|a|^2$ and $\beta=|b|^2$. Both orbitals, scaled to unit length, have the form $(a\pm b)/\sqrt{\alpha+\beta}$, and their overlap is $S=(\alpha-\beta)/(\alpha+\beta)$. These normalised values are an addition in the text; the theorem itself asserts only that suitable $u$ and $v$ exist.

In the Lean proof, `ha` and `hb` are the two uses of the factorisation, and the closing case distinction on the sign of $\lambda_k$ checks that the two maxima recombine to $\lambda_k$.

```lean
/-- A real symmetric two-electron singlet function is a Coulson-Fischer function of two real
orbitals if and only if it has at most one positive and at most one negative eigenvalue,
counted with multiplicity. -/
theorem coulsonFischer_iff {M : Matrix n n ℝ} (hM : M.IsHermitian) :
    (∃ u v : n → ℝ, M = cfState u v) ↔
      (Finset.univ.filter fun k => 0 < hM.eigenvalues k).card ≤ 1 ∧
      (Finset.univ.filter fun k => hM.eigenvalues k < 0).card ≤ 1 := by
  simp only [Finset.card_le_one, Finset.mem_filter, Finset.mem_univ, true_and]
  constructor
  · rintro ⟨u, v, h⟩
    constructor
    · intro k hk l hl
      by_contra hkl
      exact not_lt_of_ge (eigenvalues_mul_nonpos hM h hkl) (mul_pos hk hl)
    · intro k hk l hl
      by_contra hkl
      exact not_lt_of_ge (eigenvalues_mul_nonpos hM h hkl) (mul_pos_of_neg_of_neg hk hl)
  · rintro ⟨hp, hn⟩
    -- a carries the positive eigenvalue, b the negative one
    let a : n → ℝ := fun i => ∑ k, √(hM.eigenvalues k) * naturalOrbital hM k i
    let b : n → ℝ := fun i => ∑ k, √(-hM.eigenvalues k) * naturalOrbital hM k i
    refine ⟨fun i => (a i + b i) / 2, fun i => a i - b i, ?_⟩
    rw [cfState_of_two_configurations]
    ext i j
    have ha : a i * a j = _ := positive_part_factorises hM.eigenvalues
      (fun k => naturalOrbital hM k i) (fun k => naturalOrbital hM k j)
      fun k l hk hl => hp k hk l hl
    have hb : b i * b j = _ := positive_part_factorises (fun k => -hM.eigenvalues k)
      (fun k => naturalOrbital hM k i) (fun k => naturalOrbital hM k j)
      fun k l hk hl => hn k (neg_pos.mp hk) l (neg_pos.mp hl)
    rw [Matrix.of_apply, ha, hb, ← Finset.sum_sub_distrib]
    refine (natural_expansion hM i j).trans (Finset.sum_congr rfl fun k _ => ?_)
    rcases le_total (hM.eigenvalues k) 0 with h | h
    · rw [max_eq_right h, max_eq_left (neg_nonneg.mpr h)]
      ring
    · rw [max_eq_left h, max_eq_right (neg_nonpos.mpr h)]
      ring
```

## The determinant decides in a two-function basis

For two basis functions no diagonalisation is needed: the real Coulson–Fischer form exists if and only if $\det M\le 0$. In one direction,

$$\det(uv^T+vu^T)=4u_0v_0u_1v_1-(u_0v_1+v_0u_1)^2=-(u_0v_1-u_1v_0)^2\le 0.$$

In the other, $\det M=\lambda_0\lambda_1\le 0$ means that the two eigenvalues don't share a strict sign, and the general criterion supplies the orbitals. The auxiliary statement `key` extends the inequality to both orderings of the two indices.

```lean
/-- In a basis of two functions, a real symmetric singlet function is a Coulson-Fischer function
of two real orbitals if and only if its determinant is not positive. -/
theorem coulsonFischer_iff_det {M : Matrix (Fin 2) (Fin 2) ℝ} (hM : M.IsHermitian) :
    (∃ u v : Fin 2 → ℝ, M = cfState u v) ↔ M.det ≤ 0 := by
  constructor
  · rintro ⟨u, v, h⟩
    rw [h, Matrix.det_fin_two]
    simp only [cfState, Matrix.of_apply]
    nlinarith [sq_nonneg (u 0 * v 1 - u 1 * v 0)]
  · intro hd
    have h01 : hM.eigenvalues 0 * hM.eigenvalues 1 ≤ 0 := by
      have h := hM.det_eq_prod_eigenvalues
      rw [Fin.prod_univ_two] at h
      exact h.symm.trans_le hd
    have key : ∀ k l : Fin 2, k ≠ l → hM.eigenvalues k * hM.eigenvalues l ≤ 0 := by
      simp only [Fin.forall_fin_two]
      exact ⟨⟨fun h => absurd rfl h, fun _ => h01⟩,
        ⟨fun _ => (mul_comm _ _).trans_le h01, fun h => absurd rfl h⟩⟩
    rw [coulsonFischer_iff hM]
    simp only [Finset.card_le_one, Finset.mem_filter, Finset.mem_univ, true_and]
    constructor
    · intro k hk l hl
      by_contra hkl
      exact not_lt_of_ge (key k l hkl) (mul_pos hk hl)
    · intro k hk l hl
      by_contra hkl
      exact not_lt_of_ge (key k l hkl) (mul_pos_of_neg_of_neg hk hl)
```

## A singlet whose Coulson–Fischer form needs complex orbitals

The matrix $2\cdot 1$ in two basis functions has determinant $4>0$, so no real orbitals represent it. With $u=(1,i)$ and $v=(1,-i)$, however, the diagonal entries are

$$u_0v_0+v_0u_0=2,\qquad u_1v_1+v_1u_1=2\cdot i\cdot(-i)=2,$$

and the off-diagonal ones are $-i+i=0$. The normalised state is $[\varphi_0(1)\varphi_0(2)+\varphi_1(1)\varphi_1(2)]/\sqrt2$, and the normalised orbitals are $(\varphi_0\pm i\varphi_1)/\sqrt2$. The sign criterion therefore belongs to real orbitals and fails as a necessary condition once complex ones are admitted.

In the first half of the Lean statement the matrix is real, and the proof applies the determinant criterion. In the second half it is complex, and the proof compares the four entries.

```lean
/-- Twice the identity in a basis of two functions is not a Coulson-Fischer function of real
orbitals, but it is one of the complex orbitals `(1, i)` and `(1, -i)`. -/
theorem complex_orbitals_reach_further :
    (¬ ∃ u v : Fin 2 → ℝ, !![2, 0; 0, 2] = cfState u v) ∧
      !![2, 0; 0, 2] = cfState ![1, Complex.I] ![1, -Complex.I] := by
  constructor
  · have hM : (!![2, 0; 0, 2] : Matrix (Fin 2) (Fin 2) ℝ).IsHermitian := by
      ext i j
      fin_cases i <;> fin_cases j <;> simp
    rw [coulsonFischer_iff_det hM, Matrix.det_fin_two_of]
    norm_num
  · ext i j
    fin_cases i <;> fin_cases j <;> norm_num [cfState]

end

end CoulsonFischer
```

```lean
#print axioms CoulsonFischer.coulsonFischer_iff
#print axioms CoulsonFischer.complex_orbitals_reach_further
```

```
'CoulsonFischer.coulsonFischer_iff' depends on axioms: [propext, Classical.choice, Quot.sound]
'CoulsonFischer.complex_orbitals_reach_further' depends on axioms: [propext, Classical.choice, Quot.sound]
```
